# A BdG matrix with time reversal squaring to −1 has orthogonal partners for its Majorana zero modes

Charge conjugation and time reversal are antilinear, so neither is multiplication by a complex matrix. Here each is a complex matrix applied after entrywise conjugation. States are vectors in $\mathbb{C}^{n}\oplus\mathbb{C}^{n}$, with particle amplitudes in the first block and hole amplitudes in the second, in the same orbital and spin order. Writing $\bar x$ for the entrywise conjugate of $x$, the two operations are

$$
Cx = S\bar x,\qquad Tx = U\bar x,\qquad S=\begin{pmatrix}0&1\\1&0\end{pmatrix}.
$$

The matrix $U$ acts on the whole Nambu space and satisfies three conditions:

$$
U^\dagger U = 1,\qquad U\bar U=-1,\qquad US=S\bar U .
$$

The second says that $T^2=-1$, as for a spin-½ particle. The third says that $T$ commutes with $C$.

Let $H$ be a matrix with $HU=U\bar H$, which is time-reversal invariance. If $Hx=0$ and $Cx=x$, then $y=U\bar x$ satisfies

$$
Hy=0,\qquad Cy=y,\qquad x^\dagger y=0,\qquad y^\dagger y=x^\dagger x .
$$

A vector with $Cx=x$ describes a Majorana operator, one that equals its own adjoint. For $x\neq0$ the two vectors are therefore independent Majorana zero modes, a Majorana Kramers pair.

A second result concerns a Hermitian perturbation $V$ with particle-hole symmetry, $VS=-S\bar V$, and time-reversal symmetry, $VU=U\bar V$. All four of its matrix elements on $x$ and $y$ vanish.

## Computing the partner of a zero mode

An eigensolver applied to a time-reversal-invariant superconductor returns an arbitrary basis of the zero-energy space. Once a code has a self-conjugate vector $x$ in that space, one conjugation and one multiplication by $U$ give its partner, already orthogonal and of the same norm. For non-interacting quasiparticles in a finite BdG model, this is Kramers degeneracy expressed in Majorana modes.

The formulas here are written for one basis convention. Some programs order the hole block as $(c^\dagger_\downarrow,-c^\dagger_\uparrow)$. In that basis the matrix part of charge conjugation is not the plain block swap. The same construction works there with that basis's own matrices for $C$ and $T$, but the vectors and matrices must be converted before the conditions involving $S$ are applied as written. The three conditions on $U$ and the relation $HU=U\bar H$ can be tested directly on the stored arrays.

## Orthogonality from an antisymmetric matrix

Transposing $U^\dagger U=1$ gives $U^T\bar U=1$. For square matrices a one-sided inverse is two-sided, so $\bar U U^T=1$ as well. Hence

$$
U^T=-(U\bar U)U^T=-U(\bar U U^T)=-U .
$$

If $A^T=-A$, the number $v^TAv$ equals its own transpose $v^TA^Tv=-v^TAv$, so it is zero. With $A=U$ and $v=\bar x$ this gives

$$
x^\dagger y=\bar x^{T}U\bar x=0 .
$$

Orthogonality thus needs neither $Hx=0$ nor $Cx=x$.

The zero-mode equation for $y$ comes from conjugating the one for $x$:

$$
Hy=HU\bar x=U\bar H\bar x=U\,\overline{Hx}=0 .
$$

For self-conjugacy, multiply $S\bar x=x$ by $S$ and use $S^2=1$ to get $Sx=\bar x$. Then

$$
S\bar y=S\bar U x=USx=U\bar x=y .
$$

The norm follows from unitarity:

$$
y^\dagger y=x^TU^\dagger U\bar x=x^T\bar x=x^\dagger x .
$$

For the perturbation, Hermiticity gives $V^T=\bar V$. Particle-hole symmetry makes $SV$ antisymmetric:

$$
(SV)^T=\bar VS=S(S\bar V)S=-S(VS)S=-SV .
$$

Since $\bar x=Sx$ and $S^T=S$, we have $x^\dagger Vx=x^TSVx=0$. The same argument applies to $y$, which is also self-conjugate. Time-reversal symmetry makes $VU$ antisymmetric:

$$
(VU)^T=U^TV^T=-U\bar V=-VU .
$$

Therefore $x^\dagger Vy=\bar x^TVU\bar x=0$, and its complex conjugate $y^\dagger Vx$ vanishes too.

## The Lean file

```lean
import Mathlib

open Matrix


namespace MajoranaKramersPair

variable {m n : Type*} [Fintype m] [DecidableEq m] [Fintype n] [DecidableEq n]

/-- The entrywise complex conjugate of a matrix. -/
def conjM (M : Matrix m m ℂ) : Matrix m m ℂ := M.map star

/-- The block swap `S`, which exchanges the particle and hole components. -/
def blockSwap (n : Type*) [DecidableEq n] : Matrix (n ⊕ n) (n ⊕ n) ℂ :=
  fromBlocks 0 1 1 0

/-- Charge conjugation `x ↦ S conj(x)` on Nambu vectors. -/
def chargeConj (x : n ⊕ n → ℂ) : n ⊕ n → ℂ := blockSwap n *ᵥ star x

/-- The antilinear map `x ↦ U conj(x)` with matrix part `U`. -/
def timeRev (U : Matrix m m ℂ) (x : m → ℂ) : m → ℂ := U *ᵥ star x

/-- `U` is the matrix part of a time reversal on Nambu space: it is unitary, the time
reversal squares to `-1`, and it commutes with charge conjugation. -/
structure IsTimeReversal (U : Matrix (n ⊕ n) (n ⊕ n) ℂ) : Prop where
  unitary : Uᴴ * U = 1
  sq : U * conjM U = -1
  swap : U * blockSwap n = blockSwap n * conjM U

omit [DecidableEq m] in
/-- The conjugate of `M v` is the conjugate matrix applied to the conjugate vector. -/
theorem star_mulVec_conj (M : Matrix m m ℂ) (v : m → ℂ) :
    star (M *ᵥ v) = conjM M *ᵥ star v := by
  ext i
  simp [conjM, Matrix.mulVec, dotProduct]

omit [DecidableEq m] in
/-- The quadratic form `vᵀ A v` of an antisymmetric matrix vanishes. -/
theorem antisymm_form_zero {A : Matrix m m ℂ} (hA : Aᵀ = -A) (v : m → ℂ) :
    v ⬝ᵥ A *ᵥ v = 0 := by
  have h : v ⬝ᵥ A *ᵥ v = -(v ⬝ᵥ A *ᵥ v) := by
    conv_lhs => rw [Matrix.dotProduct_mulVec, ← Matrix.mulVec_transpose, hA,
      Matrix.neg_mulVec, neg_dotProduct, dotProduct_comm]
  linear_combination h / 2

/-- Swapping particles and holes twice does nothing. -/
theorem blockSwap_sq : blockSwap n * blockSwap n = 1 := by
  simp [blockSwap, fromBlocks_multiply]

/-- The matrix part of a time reversal that squares to `-1` is antisymmetric. -/
theorem IsTimeReversal.antisymm {U : Matrix (n ⊕ n) (n ⊕ n) ℂ}
    (hU : IsTimeReversal U) : Uᵀ = -U := by
  have h1 : Uᵀ * conjM U = 1 := by
    have h := congrArg Matrix.transpose hU.unitary
    rw [Matrix.transpose_mul, Matrix.transpose_one] at h
    exact h
  have h2 : conjM U * Uᵀ = 1 := mul_eq_one_comm.mp h1
  calc Uᵀ = -((U * conjM U) * Uᵀ) := by rw [hU.sq, neg_mul, one_mul, neg_neg]
    _ = -U := by rw [mul_assoc, h2, mul_one]

/-- **Majorana Kramers pair.** If `H` is time-reversal invariant and `x` is a self-conjugate
zero mode of `H`, then its time-reversed partner is a self-conjugate zero mode, orthogonal
to `x` and of the same norm. -/
theorem majorana_kramers_pair {U H : Matrix (n ⊕ n) (n ⊕ n) ℂ} (hU : IsTimeReversal U)
    (hH : H * U = U * conjM H) {x : n ⊕ n → ℂ} (hx : H *ᵥ x = 0)
    (hC : chargeConj x = x) :
    H *ᵥ timeRev U x = 0 ∧ chargeConj (timeRev U x) = timeRev U x ∧
      star x ⬝ᵥ timeRev U x = 0 ∧
      star (timeRev U x) ⬝ᵥ timeRev U x = star x ⬝ᵥ x := by
  refine ⟨?_, ?_, antisymm_form_zero hU.antisymm (star x), ?_⟩
  · -- conjugate the equation H x = 0
    rw [timeRev, Matrix.mulVec_mulVec, hH, ← Matrix.mulVec_mulVec, ← star_mulVec_conj,
      hx, star_zero, Matrix.mulVec_zero]
  · -- move the block swap through U
    have hs : blockSwap n *ᵥ x = star x := by
      have h := congrArg (fun v => blockSwap n *ᵥ v) hC
      simp only [chargeConj, Matrix.mulVec_mulVec, blockSwap_sq, Matrix.one_mulVec] at h
      exact h.symm
    rw [chargeConj, timeRev, star_mulVec_conj, star_star, Matrix.mulVec_mulVec,
      ← hU.swap, ← Matrix.mulVec_mulVec, hs]
  · rw [timeRev, Matrix.star_mulVec, star_star, ← Matrix.dotProduct_mulVec,
      Matrix.mulVec_mulVec, hU.unitary, Matrix.one_mulVec, dotProduct_comm]

/-- A Hermitian perturbation with particle-hole symmetry has zero expectation value in
every self-conjugate vector. -/
theorem majorana_expectation_zero {V : Matrix (n ⊕ n) (n ⊕ n) ℂ} (hV : V.IsHermitian)
    (hP : V * blockSwap n = -(blockSwap n * conjM V)) {x : n ⊕ n → ℂ}
    (hC : chargeConj x = x) : star x ⬝ᵥ V *ᵥ x = 0 := by
  have hT : Vᵀ = conjM V := congrArg Matrix.transpose hV.eq.symm
  have hS : (blockSwap n)ᵀ = blockSwap n := by
    simp [blockSwap, fromBlocks_transpose]
  have h1 : blockSwap n * conjM V = -(V * blockSwap n) := by rw [hP, neg_neg]
  -- particle-hole symmetry makes S V antisymmetric
  have hA : (blockSwap n * V)ᵀ = -(blockSwap n * V) := by
    rw [Matrix.transpose_mul, hT, hS]
    calc conjM V * blockSwap n
        = blockSwap n * blockSwap n * conjM V * blockSwap n := by
          rw [blockSwap_sq, one_mul]
      _ = blockSwap n * (blockSwap n * conjM V) * blockSwap n := by
          rw [mul_assoc (blockSwap n) (blockSwap n)]
      _ = -(blockSwap n * V * (blockSwap n * blockSwap n)) := by
          rw [h1]; noncomm_ring
      _ = -(blockSwap n * V) := by rw [blockSwap_sq, mul_one]
  have hs : star x = blockSwap n *ᵥ x := by
    have h := congrArg (fun v => blockSwap n *ᵥ v) hC
    simp only [chargeConj, Matrix.mulVec_mulVec, blockSwap_sq, Matrix.one_mulVec] at h
    exact h
  have h := antisymm_form_zero hA x
  rw [← Matrix.mulVec_mulVec, Matrix.dotProduct_mulVec x, ← Matrix.mulVec_transpose,
    hS] at h
  rw [hs]
  exact h

/-- **Vanishing matrix elements.** A Hermitian perturbation with particle-hole and time-reversal
symmetry has only zero matrix elements between a self-conjugate vector `x` and its time-reversed
partner, and within each of them. -/
theorem pair_not_split {U V : Matrix (n ⊕ n) (n ⊕ n) ℂ} (hU : IsTimeReversal U)
    (hV : V.IsHermitian) (hP : V * blockSwap n = -(blockSwap n * conjM V))
    (hVT : V * U = U * conjM V) {x : n ⊕ n → ℂ} (hC : chargeConj x = x) :
    star x ⬝ᵥ V *ᵥ x = 0 ∧ star x ⬝ᵥ V *ᵥ timeRev U x = 0 ∧
      star (timeRev U x) ⬝ᵥ V *ᵥ x = 0 ∧
      star (timeRev U x) ⬝ᵥ V *ᵥ timeRev U x = 0 := by
  have hT : Vᵀ = conjM V := congrArg Matrix.transpose hV.eq.symm
  -- time-reversal symmetry makes V U antisymmetric
  have hA : (V * U)ᵀ = -(V * U) := by
    rw [Matrix.transpose_mul, hT, hU.antisymm, neg_mul, hVT]
  have hxy : star x ⬝ᵥ V *ᵥ timeRev U x = 0 := by
    rw [timeRev, Matrix.mulVec_mulVec]
    exact antisymm_form_zero hA (star x)
  have hy : chargeConj (timeRev U x) = timeRev U x :=
    (majorana_kramers_pair (H := 0) hU (by simp [conjM]) (by simp) hC).2.1
  refine ⟨majorana_expectation_zero hV hP hC, hxy, ?_,
    majorana_expectation_zero hV hP hy⟩
  rw [Matrix.star_dotProduct, Matrix.star_mulVec, hV.eq, ← Matrix.dotProduct_mulVec,
    hxy, star_zero]

/-- Spin-conserving hopping between two sites, in the basis `1↑, 1↓, 2↑, 2↓`. -/
def hop : Matrix (Fin 4) (Fin 4) ℂ := !![0,0,1,0; 0,0,0,1; 1,0,0,0; 0,1,0,0]

/-- Equal-spin pairing between the two sites, odd under their exchange. -/
def pairing : Matrix (Fin 4) (Fin 4) ℂ := !![0,0,1,0; 0,0,0,1; -1,0,0,0; 0,-1,0,0]

/-- The spin rotation `iσ_y` on each site. -/
def spin : Matrix (Fin 4) (Fin 4) ℂ := !![0,1,0,0; -1,0,0,0; 0,0,0,1; 0,0,-1,0]

/-- A two-site spinful Kitaev wire with hopping and pairing of equal strength, together with
the spin-up Majorana vector on its first site, meets all the hypotheses used above. -/
theorem kitaev_wire_witness :
    let H := fromBlocks hop pairing (-pairing) (-hop)
    let U := fromBlocks spin 0 0 spin
    let x : Fin 4 ⊕ Fin 4 → ℂ := Sum.elim ![1,0,0,0] ![1,0,0,0]
    IsTimeReversal U ∧ H * U = U * conjM H ∧ H.IsHermitian ∧
      H * blockSwap (Fin 4) = -(blockSwap (Fin 4) * conjM H) ∧
      H *ᵥ x = 0 ∧ chargeConj x = x ∧ x ≠ 0 := by
  intro H U x
  -- relations between the 4 × 4 blocks
  have uu : spin * spin = -1 := by
    ext i j; fin_cases i <;> fin_cases j <;>
      simp [spin, Matrix.mul_apply, Fin.sum_univ_succ]
  have ut : spinᴴ = -spin := by
    ext i j; fin_cases i <;> fin_cases j <;> simp [spin]
  have ht : hopᴴ = hop := by
    ext i j; fin_cases i <;> fin_cases j <;> simp [hop]
  have dt : pairingᴴ = -pairing := by
    ext i j; fin_cases i <;> fin_cases j <;> simp [pairing]
  have hu : hop * spin = spin * hop := by
    ext i j; fin_cases i <;> fin_cases j <;>
      simp [hop, spin, Matrix.mul_apply, Fin.sum_univ_succ]
  have du : pairing * spin = spin * pairing := by
    ext i j; fin_cases i <;> fin_cases j <;>
      simp [pairing, spin, Matrix.mul_apply, Fin.sum_univ_succ]
  -- all matrices are real
  have cu : spin.map star = spin := by
    ext i j; fin_cases i <;> fin_cases j <;> simp [spin]
  have ch : hop.map star = hop := by
    ext i j; fin_cases i <;> fin_cases j <;> simp [hop]
  have cd : pairing.map star = pairing := by
    ext i j; fin_cases i <;> fin_cases j <;> simp [pairing]
  have cn (M : Matrix (Fin 4) (Fin 4) ℂ) : (-M).map star = -(M.map star) := by
    ext i j; simp
  have cU : conjM U = U := by
    simp only [conjM, U, fromBlocks_map, cu, Matrix.map_zero _ (star_zero ℂ)]
  have cH : conjM H = H := by
    simp only [conjM, H, fromBlocks_map, cn, ch, cd]
  refine ⟨⟨?_, ?_, ?_⟩, ?_, ?_, ?_, ?_, ?_, ?_⟩
  · simp [U, fromBlocks_conjTranspose, fromBlocks_multiply, ut, uu]
  · rw [cU, ← fromBlocks_one, fromBlocks_neg]
    simp [U, fromBlocks_multiply, uu]
  · rw [cU]
    simp [U, blockSwap, fromBlocks_multiply]
  · rw [cH]
    simp [H, U, fromBlocks_multiply, hu, du]
  · simp [H, Matrix.IsHermitian, fromBlocks_conjTranspose, ht, dt]
  · rw [cH]
    simp [H, blockSwap, fromBlocks_multiply, fromBlocks_neg]
  · ext i
    rcases i with i | i <;> fin_cases i <;>
      simp [H, x, hop, pairing, Matrix.mulVec, dotProduct, Fin.sum_univ_succ]
  · ext i
    rcases i with i | i <;> fin_cases i <;>
      simp [x, chargeConj, blockSwap, Matrix.mulVec, dotProduct, Matrix.one_apply]
  · intro h
    have h0 := congrFun h (Sum.inl 0)
    simp [x] at h0

end MajoranaKramersPair
```

```lean
#print axioms MajoranaKramersPair.majorana_kramers_pair
#print axioms MajoranaKramersPair.pair_not_split
```

```
'MajoranaKramersPair.majorana_kramers_pair' depends on axioms: [propext, Classical.choice, Quot.sound]
'MajoranaKramersPair.pair_not_split' depends on axioms: [propext, Classical.choice, Quot.sound]
```

## From the matrix identities to the Lean proof

The index type `n ⊕ n` labels the two Nambu blocks, and `n` may be any finite type. `conjM` conjugates a matrix entrywise, `chargeConj` is $C$, and `timeRev U` is $T$. The structure `IsTimeReversal` collects the three conditions on $U$. The product `⬝ᵥ` does not conjugate, so the Hermitian inner product $x^\dagger y$ appears as `star x ⬝ᵥ y`.

`IsTimeReversal.antisymm` proves $U^T=-U$, with `mul_eq_one_comm` turning the one-sided inverse into a two-sided one. `antisymm_form_zero` rewrites the quadratic form as its own negative, and `linear_combination h / 2` concludes that it is zero.

In `majorana_kramers_pair`, the `refine` line supplies orthogonality directly from these two lemmas. The three remaining goals are the zero-mode equation, self-conjugacy and the norm, each closed by the rewriting shown above. `star_mulVec_conj` carries the conjugation through a matrix-vector product.

`majorana_expectation_zero` proves that $SV$ is antisymmetric in its `calc` block, then applies the quadratic-form lemma. `pair_not_split` does the same with $VU$ for the off-diagonal elements. It obtains the self-conjugacy of $y$ by calling the pair theorem with `H := 0`, for which every vector is a zero mode.

`kitaev_wire_witness` shows that the hypotheses have a non-zero example: a two-site spinful Kitaev wire with zero chemical potential and with hopping and pairing of unit strength. Its vector `x` has squared norm 2, so the normalised mode is $x/\sqrt2$, the spin-up Majorana mode on the first site. The proof establishes relations between the $4\times4$ blocks entry by entry, then assembles them into the $8\times8$ statements.

## One pair, exact symmetry and first order

The pair theorem requires neither Hermiticity nor particle-hole symmetry of $H$. A physical BdG matrix has both, and the wire example includes them. The theorem takes a self-conjugate zero mode as given: it does not show that a model has one, that it is localised at an edge, or that the phase is topological. Mean-field pairing is an input, and interactions between quasiparticles are absent.

All the equations are exact. A zero mode from a diagonaliser has a small residual and symmetries that hold to rounding error, and the file contains no error bounds for either.

`pair_not_split` is a statement about matrix elements and does not mention $H$. For Hermitian $H$ it means that the pair is not split at first order, provided that $V$ has no matrix elements between the pair and the other zero modes. In a finite BdG model with ordinary time reversal, which does not mix particles with holes, there always are other zero modes. The Nambu space then has a dimension divisible by four, and the nonzero levels also number a multiple of four, since they come at $\pm E$ and each is evenly degenerate. What remains at zero energy is again a multiple of four, so one pair never fills it, and $V$ may couple the pair to the rest. The two-site wire illustrates this: it has a second Majorana pair on its other site, and changing the hopping without changing the pairing respects both symmetries yet splits all four modes at first order. A code that tests protection should therefore project $V$ onto the full zero-energy space, not only onto one pair.
